# Started near idempotency, McWeeny purification with small truncations brings the idempotency error down to the truncation level

In linear-scaling density-matrix purification, small matrix elements can be dropped after each step to keep the matrix sparse. If the iteration is to stop when the idempotency error falls below a tolerance, that tolerance has to be reachable in spite of the dropped elements. Suppose that the starting matrix and every truncation are Hermitian, that each truncation has spectral norm at most $\tau \le 3/64$, and that the starting idempotency error $e_0$, the spectral norm of $X - X^2$ for the starting matrix $X$, is at most $1/8$. The error after $n$ McWeeny steps, each followed by a truncation, is then at most $e_0/2^n + \tfrac83\tau$. A stopping tolerance of $4\tau$ is therefore met once $e_0 \le 2^n\cdot\tfrac43\tau$. Here $\tau$ bounds the norm of the whole dropped part, not the size of a single dropped element.

The setting is the one-particle density matrix, in spin orbitals or for one spin, of a non-interacting or mean-field system with a gap at zero temperature. In an orthonormal basis the exact matrix is then a projector.

In Lean 4 with Mathlib:

```lean
import Mathlib

namespace TruncatedPurification
```

## The defect and the purification step

For an approximate density matrix $X$, the departure from idempotency is the defect

$$D(X) = X - X^2 .$$

If $X$ is Hermitian with occupations (eigenvalues) $x_i$, the spectral norm of $D(X)$ is $\max_i |x_i(1-x_i)|$. It vanishes exactly when every occupation is 0 or 1.

```lean
/-- The idempotency defect `X - X²` of an approximate density matrix. -/
def defect {A : Type*} [Ring A] (X : A) : A := X - X ^ 2
```

The McWeeny step replaces $X$ by

$$M(X) = 3X^2 - 2X^3 ,$$

which leaves the occupations 0 and 1 fixed and has zero slope at both.

```lean
/-- The McWeeny purification step `3X² - 2X³`. -/
def mcweeny {A : Type*} [Ring A] (X : A) : A := 3 * X ^ 2 - 2 * X ^ 3
```

Both definitions are made for any ring `A`, so they need neither a norm nor a matrix size.

## The scalar recursion

Let $e_n \ge 0$ be the error after $n$ steps, and let $t$ be what truncation adds to it in one step. Suppose that

$$e_{n+1} \le 4e_n^2 + t, \qquad e_0 \le \tfrac18, \qquad 0 \le t \le \tfrac1{16}.$$

The bound $1/8$ is preserved, because $e_n \le 1/8$ gives

$$e_{n+1} \le \tfrac{4}{64} + \tfrac1{16} = \tfrac18 .$$

Below $1/8$ the quadratic term at least halves the error, since $4e_n^2 = (4e_n)\,e_n \le e_n/2$. Hence $e_{n+1} \le e_n/2 + t$. If $e_n \le e_0/2^n + 2t$, then

$$e_{n+1} \le \frac{e_0}{2^{n+1}} + t + t = \frac{e_0}{2^{n+1}} + 2t ,$$

and the case $n=0$ is clear.

```lean
/-- Nonnegative errors with `e (n+1) ≤ 4 (e n)² + t`, `e 0 ≤ 1/8` and `0 ≤ t ≤ 1/16`
obey `e n ≤ e 0 / 2ⁿ + 2t` at every step. -/
theorem error_le (e : ℕ → ℝ) (t : ℝ) (he : ∀ n, 0 ≤ e n)
    (hstep : ∀ n, e (n + 1) ≤ 4 * e n ^ 2 + t) (h0 : e 0 ≤ 1 / 8)
    (ht0 : 0 ≤ t) (ht : t ≤ 1 / 16) (n : ℕ) :
    e n ≤ e 0 / 2 ^ n + 2 * t := by
  -- the interval [0, 1/8] is preserved
  have hb : ∀ k, e k ≤ 1 / 8 := by
    intro k
    induction k with
    | zero => exact h0
    | succ k ih => nlinarith [hstep k, he k]
  induction n with
  | zero =>
    simp only [pow_zero, div_one]
    linarith
  | succ n ih =>
    -- on that interval the quadratic map halves the error
    have h1 : 4 * e n ^ 2 ≤ e n / 2 := by
      nlinarith [mul_nonneg (he n) (sub_nonneg.mpr (hb n))]
    have h2 : e 0 / 2 ^ (n + 1) = e 0 / 2 ^ n / 2 := by
      rw [pow_succ, div_div]
    rw [h2]
    linarith [hstep n]
```

In `error_le` the errors are a function `e : ℕ → ℝ`, and the recursion is the hypothesis `hstep`. The two inductions are the two steps above: `hb` is the preserved bound, `h1` is the halving, and the last `linarith` adds the contributions.

If $e_0 \le 2^n t$, the first term of the bound is at most $t$, so $e_n \le 3t$. For $e_0 \ge t > 0$, the condition first holds when $n$ is $\log_2(e_0/t)$ rounded up to an integer.

```lean
/-- Nonnegative errors with `e (n+1) ≤ 4 (e n)² + t`, `e 0 ≤ 1/8` and `0 ≤ t ≤ 1/16` are at most
`3t` at every step `n` for which `e 0 ≤ 2ⁿ t`. -/
theorem error_le_three_mul (e : ℕ → ℝ) (t : ℝ) (he : ∀ n, 0 ≤ e n)
    (hstep : ∀ n, e (n + 1) ≤ 4 * e n ^ 2 + t) (h0 : e 0 ≤ 1 / 8)
    (ht0 : 0 ≤ t) (ht : t ≤ 1 / 16) (n : ℕ) (hn : e 0 ≤ 2 ^ n * t) :
    e n ≤ 3 * t := by
  have h1 : e 0 / 2 ^ n ≤ t := by
    rw [div_le_iff₀ (by positivity)]
    linarith
  linarith [error_le e t he hstep h0 ht0 ht n]
```

As an example, take $\tau = 0.0075$, for which the matrix argument below gives $t = \tfrac43\tau = 0.01$, and start from $e_0 = 0.1$. In the worst case the recursion holds with equality:

| $n$ | $e_n$ | $e_0/2^n + 2t$ |
|---|---|---|
| 0 | 0.1 | 0.12 |
| 1 | 0.05 | 0.07 |
| 2 | 0.02 | 0.045 |
| 3 | 0.0116 | 0.0325 |
| 4 | 0.0105 | 0.02625 |

The condition $e_0 \le 2^n t$ first holds at $n = 4$, which guarantees an error of at most $3t = 0.03$. The sequence itself is below that level at $n=2$, because halving underestimates quadratic convergence.

## Growth above the threshold

The limit $t \le 1/16$ is sharp for the scalar recursion. With equality, completing the square gives

$$e_{n+1} - e_n = 4e_n^2 - e_n + t = \left(2e_n - \tfrac14\right)^2 + \left(t - \tfrac1{16}\right) \ge t - \tfrac1{16}.$$

For $t > 1/16$ every step therefore adds at least a fixed positive amount, and $e_n \ge e_0 + n\,(t - \tfrac1{16})$.

```lean
/-- If `t > 1/16` and `e (n+1) = 4 (e n)² + t` at every step, then `t - 1/16` is positive and `e n`
is at least `e 0 + n (t - 1/16)`. -/
theorem error_grows (e : ℕ → ℝ) (t : ℝ) (ht : 1 / 16 < t)
    (hstep : ∀ n, e (n + 1) = 4 * e n ^ 2 + t) (n : ℕ) :
    0 < t - 1 / 16 ∧ e 0 + n * (t - 1 / 16) ≤ e n := by
  refine ⟨by linarith, ?_⟩
  induction n with
  | zero => simp
  | succ n ih =>
    rw [hstep n]
    push_cast
    nlinarith [sq_nonneg (2 * e n - 1 / 4)]
```

The square is supplied to `nlinarith` as `sq_nonneg (2 * e n - 1 / 4)`. The theorem concerns numbers that satisfy the recursion with equality. It does not show that a purification with larger truncations must diverge, since the matrix error is only bounded by the recursion.

## Quadratic convergence of the exact step

The factor 4 comes from an identity. All the factors are polynomials in $X$ and so commute, and

$$M = X^2(3-2X), \qquad 1 - M = (1-X)^2(1+2X).$$

With $D = D(X)$, multiplying these gives

$$M - M^2 = D^2(3-2X)(1+2X) = D^2(3 + 4X - 4X^2) = 3D^2 + 4D^3 .$$

```lean
/-- One exact McWeeny step turns the defect `D` into `3D² + 4D³`. -/
theorem defect_mcweeny {A : Type*} [Ring A] (X : A) :
    defect (mcweeny X) = 3 * defect X ^ 2 + 4 * defect X ^ 3 := by
  unfold defect mcweeny
  noncomm_ring
```

Here `noncomm_ring` expands both sides and compares them without assuming that the ring is commutative.

Taking norms, and using $\|D\| \le 1/4$ in the cubic term,

$$\|D(M(X))\| \le 3\|D\|^2 + 4\|D\|^3 \le 4\|D\|^2 .$$

```lean
/-- If the idempotency error `e` of `X` is at most `1/4`, the error after one exact McWeeny step is
at most `4e²`. -/
theorem norm_defect_mcweeny_le {A : Type*} [NormedRing A] [NormOneClass A] (X : A)
    (hX : ‖defect X‖ ≤ 1 / 4) :
    ‖defect (mcweeny X)‖ ≤ 4 * ‖defect X‖ ^ 2 := by
  have h3 : ‖(3 : A)‖ ≤ 3 := by simpa using Nat.norm_cast_le (α := A) 3
  have h4 : ‖(4 : A)‖ ≤ 4 := by simpa using Nat.norm_cast_le (α := A) 4
  have a : ‖3 * defect X ^ 2‖ ≤ 3 * ‖defect X‖ ^ 2 :=
    (norm_mul_le _ _).trans
      (mul_le_mul h3 (norm_pow_le _ _) (norm_nonneg _) (by norm_num))
  have b : ‖4 * defect X ^ 3‖ ≤ 4 * ‖defect X‖ ^ 3 :=
    (norm_mul_le _ _).trans
      (mul_le_mul h4 (norm_pow_le _ _) (norm_nonneg _) (by norm_num))
  rw [defect_mcweeny]
  have c := norm_add_le (3 * defect X ^ 2) (4 * defect X ^ 3)
  nlinarith [mul_nonneg (sq_nonneg ‖defect X‖) (sub_nonneg.mpr hX)]
```

The facts `a` and `b` bound the two terms, and the final `nlinarith` absorbs the cubic one. This step needs only a submultiplicative norm in which the identity has norm 1.

## What one truncation does to idempotency

Let $Y$ be Hermitian with $\|D(Y)\| \le 1/8$, and let $E$ be the change made by truncation. Expanding the square gives

$$D(Y+E) = D(Y) + (E - YE - EY) - E^2 .$$

With $S = 1 - 2Y$, the linear part is half an anticommutator:

$$E - YE - EY = \tfrac12(SE + ES).$$

For an exact projector, $S$ is a reflection, equal to $-1$ on occupied and $+1$ on virtual orbitals. Here $S$ is close to a reflection, since

$$S^2 = 1 - 4Y + 4Y^2 = 1 - 4D(Y).$$

Because $S$ is Hermitian, $\|S\|^2 = \|S^2\| \le 1 + \tfrac48 = \tfrac32 \le \tfrac{25}{16}$, so $\|S\| \le \tfrac54$. Therefore

$$\|D(Y+E)\| \le \|D(Y)\| + \tfrac54\|E\| + \|E\|^2 .$$

```lean
variable {A : Type*} [NormedRing A] [StarRing A] [CStarRing A] [NormedAlgebra ℝ A]
  [NormOneClass A]

/-- Adding a truncation `E` to a self-adjoint `Y` with idempotency error at most `1/8`
raises that error by at most `(5/4)‖E‖ + ‖E‖²`. -/
theorem norm_defect_add_le (Y E : A) (hY : IsSelfAdjoint Y) (hd : ‖defect Y‖ ≤ 1 / 8) :
    ‖defect (Y + E)‖ ≤ ‖defect Y‖ + 5 / 4 * ‖E‖ + ‖E‖ ^ 2 := by
  -- S = 1 - 2Y is self-adjoint with S² = 1 - 4 (Y - Y²), which bounds its norm
  obtain ⟨S, hS⟩ : ∃ S : A, S = 1 - (Y + Y) := ⟨_, rfl⟩
  have hstar : star S = S := by
    rw [hS, star_sub, star_add, star_one, hY.star_eq]
  have hsq : S * S = 1 - 4 * defect Y := by
    rw [hS]
    unfold defect
    noncomm_ring
  have h4 : ‖(4 : A)‖ ≤ 4 := by simpa using Nat.norm_cast_le (α := A) 4
  have hn : ‖S‖ * ‖S‖ ≤ 3 / 2 := by
    have h := CStarRing.norm_star_mul_self (x := S)
    rw [hstar, hsq] at h
    have h1 := norm_sub_le (1 : A) (4 * defect Y)
    have h2 : ‖4 * defect Y‖ ≤ 4 * (1 / 8) :=
      (norm_mul_le _ _).trans (mul_le_mul h4 hd (norm_nonneg _) (by norm_num))
    rw [norm_one] at h1
    linarith
  have hS54 : ‖S‖ ≤ 5 / 4 := by nlinarith [norm_nonneg S]
  -- the first-order change is half the anticommutator of S and E
  have hC : (2 : ℝ) • (E - Y * E - E * Y) = S * E + E * S := by
    rw [two_smul, hS]
    noncomm_ring
  have hCn : ‖E - Y * E - E * Y‖ ≤ 5 / 4 * ‖E‖ := by
    have h := congrArg norm hC
    rw [norm_smul, Real.norm_eq_abs, abs_of_pos (by norm_num : (0 : ℝ) < 2)] at h
    have h1 := norm_add_le (S * E) (E * S)
    have h2 := norm_mul_le S E
    have h3 := norm_mul_le E S
    have h5 := mul_le_mul_of_nonneg_right hS54 (norm_nonneg E)
    linarith [mul_comm ‖E‖ ‖S‖]
  have hsplit : defect (Y + E) = defect Y + (E - Y * E - E * Y) - E ^ 2 := by
    unfold defect
    noncomm_ring
  rw [hsplit]
  linarith [norm_sub_le (defect Y + (E - Y * E - E * Y)) (E ^ 2),
    norm_add_le (defect Y) (E - Y * E - E * Y), norm_pow_le E 2]
```

The `variable` line fixes the setting for the matrix results. `A` is a real normed algebra with an adjoint `star`, and `CStarRing` supplies the identity $\|S^*S\| = \|S\|^2$. Real or complex square matrices of any size from $1\times1$ upwards fit this description, with the conjugate transpose as adjoint and the spectral norm. The Frobenius norm does not satisfy the identity in general, but it bounds the spectral norm from above, so a Frobenius bound on the dropped part is enough for the hypothesis on $E$.

In the proof, `hsq` is the formula for $S^2$, `hS54` is the bound $\tfrac54$, `hC` is the anticommutator identity multiplied by two, and `hsplit` is the expansion of the defect.

## One truncated purification step

Now put $Y = M(X)$, with $X$ and $E$ Hermitian, $e = \|D(X)\| \le 1/8$ and $\|E\| \le \tau \le 3/64$. The exact step gives $\|D(Y)\| \le 4e^2 \le 1/16$, so the truncation estimate applies. Since $\|E\|^2 \le \tfrac{3}{64}\|E\|$, the new error $e'$ satisfies

$$e' \le 4e^2 + \left(\tfrac54 + \tfrac3{64}\right)\|E\| = 4e^2 + \tfrac{83}{64}\|E\| \le 4e^2 + \tfrac43\tau .$$

```lean
/-- For self-adjoint `X` and `E` with idempotency error of `X` at most `1/8` and
`‖E‖ ≤ τ ≤ 3/64`, a truncated McWeeny step stays self-adjoint and its error `e'`
obeys `e' ≤ 4e² + (4/3)τ`. -/
theorem truncated_step (X E : A) (τ : ℝ) (hX : IsSelfAdjoint X) (hE : IsSelfAdjoint E)
    (hd : ‖defect X‖ ≤ 1 / 8) (hEτ : ‖E‖ ≤ τ) (hτ : τ ≤ 3 / 64) :
    IsSelfAdjoint (mcweeny X + E) ∧
      ‖defect (mcweeny X + E)‖ ≤ 4 * ‖defect X‖ ^ 2 + 4 / 3 * τ := by
  have hM : IsSelfAdjoint (mcweeny X) := by
    rw [isSelfAdjoint_iff]
    simp only [mcweeny, star_sub, star_mul, star_pow, star_ofNat, hX.star_eq]
    noncomm_ring
  refine ⟨hM.add hE, ?_⟩
  have h1 := norm_defect_mcweeny_le X (by linarith)
  have h2 : ‖defect (mcweeny X)‖ ≤ 1 / 8 := by nlinarith [norm_nonneg (defect X)]
  have h3 := norm_defect_add_le (mcweeny X) E hM h2
  have h4 : ‖E‖ ^ 2 ≤ 3 / 64 * ‖E‖ := by
    nlinarith [mul_nonneg (norm_nonneg E) (sub_nonneg.mpr (hEτ.trans hτ))]
  linarith [norm_nonneg E]
```

The theorem also states that the new matrix is self-adjoint, which the next step needs. In practice `hE` asks that elements be dropped in Hermitian pairs: if the element $(i,j)$ is removed, so is $(j,i)$.

## The error after n steps

The iteration is $X_{n+1} = M(X_n) + E_n$, with every $E_n$ Hermitian and $\|E_n\| \le \tau$. Write $e_n = \|D(X_n)\|$ and $t = \tfrac43\tau$. Then $\tau \le 3/64$ becomes $t \le 1/16$, each step obeys $e_{n+1} \le 4e_n^2 + t$, and the scalar bound gives

$$e_n \le \frac{e_0}{2^n} + 2t = \frac{e_0}{2^n} + \frac83\tau .$$

```lean
/-- McWeeny purification with self-adjoint truncations of norm at most `τ ≤ 3/64`, started
from a self-adjoint matrix with idempotency error `e₀ ≤ 1/8`, has error at most
`e₀ / 2ⁿ + (8/3)τ` after `n` steps. -/
theorem truncated_purification (X E : ℕ → A) (τ : ℝ)
    (hstep : ∀ n, X (n + 1) = mcweeny (X n) + E n)
    (hX : IsSelfAdjoint (X 0)) (hE : ∀ n, IsSelfAdjoint (E n))
    (h0 : ‖defect (X 0)‖ ≤ 1 / 8) (hEτ : ∀ n, ‖E n‖ ≤ τ) (hτ : τ ≤ 3 / 64) (n : ℕ) :
    ‖defect (X n)‖ ≤ ‖defect (X 0)‖ / 2 ^ n + 8 / 3 * τ := by
  have hτ0 : 0 ≤ τ := (norm_nonneg _).trans (hEτ 0)
  -- self-adjointness and the error bound 1/8 survive every step
  have inv : ∀ k, IsSelfAdjoint (X k) ∧ ‖defect (X k)‖ ≤ 1 / 8 := by
    intro k
    induction k with
    | zero => exact ⟨hX, h0⟩
    | succ k ih =>
      have h := truncated_step (X k) (E k) τ ih.1 (hE k) ih.2 (hEτ k) hτ
      rw [hstep k]
      exact ⟨h.1, by nlinarith [h.2, ih.2, norm_nonneg (defect (X k))]⟩
  have h := error_le (fun k => ‖defect (X k)‖) (4 / 3 * τ) (fun k => norm_nonneg _)
    (fun k => by
      simp only [hstep k]
      exact (truncated_step (X k) (E k) τ (inv k).1 (hE k) (inv k).2 (hEτ k) hτ).2)
    h0 (by linarith) (by linarith) n
  linarith
```

The sequences `X` and `E` are functions of the step number, and `hstep` is the iteration. The fact `inv` carries self-adjointness and the bound $1/8$ through all steps, so that `truncated_step` can be used at each one, and `error_le` is then applied to the norms of the defects.

The condition `h0` describes a late stage of purification. In a matrix calculation, $\|D(X_0)\| \le 1/8$ means that every occupation lies between about $-0.11$ and $0.15$ or between about $0.85$ and $1.11$. A starting matrix with occupations near $\tfrac12$, as a small gap can produce, is not covered.

The bound measures idempotency only. It does not show that the electron number or the energy is right, or that the matrix is close to the exact density matrix. A truncation that mixes occupied with virtual orbitals rotates the occupied space, and to first order around a projector this leaves the defect unchanged. The sparsity of the matrices, and so the cost of a step, does not enter either.

## Two orbitals whose error never decays

The theorem allows any Hermitian perturbation of norm at most $\tau$, and a persistent perturbation of this kind can hold the error in place. Take two orbitals with occupations $\tfrac{33}{32}$ and 0. The McWeeny step sends the first occupation to

$$3\left(\tfrac{33}{32}\right)^2 - 2\left(\tfrac{33}{32}\right)^3 = \tfrac{16335}{16384},$$

and adding $\tfrac{561}{16384}$ gives $\tfrac{16896}{16384} = \tfrac{33}{32}$ again. The second occupation stays at 0. The perturbation, about 0.034, is below $3/64 \approx 0.047$, and the error stays at $\tfrac{33}{32}\cdot\tfrac1{32} = \tfrac{33}{1024} \approx 0.032$ at every step.

```lean
/-- The occupations `33/32` and `0`, with the perturbation `561/16384` on the first, meet the
self-adjointness and size conditions of `truncated_purification`, and a McWeeny step followed by the
perturbation returns the same occupations. -/
theorem truncated_purification_witness :
    IsSelfAdjoint ((33 / 32, 0) : ℝ × ℝ) ∧ IsSelfAdjoint ((561 / 16384, 0) : ℝ × ℝ) ∧
      ‖defect ((33 / 32, 0) : ℝ × ℝ)‖ ≤ 1 / 8 ∧ ‖((561 / 16384, 0) : ℝ × ℝ)‖ ≤ 3 / 64 ∧
      ((33 / 32, 0) : ℝ × ℝ) = mcweeny (33 / 32, 0) + (561 / 16384, 0) := by
  have hd : defect ((33 / 32, 0) : ℝ × ℝ) = (-33 / 1024, 0) := by
    ext <;> norm_num [defect]
  refine ⟨?_, ?_, ?_, ?_, ?_⟩
  · rw [isSelfAdjoint_iff]
    ext
    · simp only [Prod.fst_star, star_trivial]
    · simp only [Prod.snd_star, star_trivial]
  · rw [isSelfAdjoint_iff]
    ext
    · simp only [Prod.fst_star, star_trivial]
    · simp only [Prod.snd_star, star_trivial]
  · rw [hd, Prod.norm_def]
    refine max_le ?_ ?_ <;> rw [Real.norm_eq_abs, abs_le] <;> constructor <;> norm_num
  · rw [Prod.norm_def]
    refine max_le ?_ ?_ <;> rw [Real.norm_eq_abs, abs_le] <;> constructor <;> norm_num
  · ext <;> norm_num [mcweeny]

end TruncatedPurification
```

The type `ℝ × ℝ` stands for diagonal $2\times2$ matrices, with componentwise multiplication and the larger absolute value as norm. The five parts of the statement are the self-adjointness of the matrix and of the perturbation, the two size conditions, and the return to the same matrix after a step. The perturbation here is chosen to oppose the purification; it does not come from a drop rule.

```lean
#print axioms TruncatedPurification.error_le_three_mul
#print axioms TruncatedPurification.error_grows
#print axioms TruncatedPurification.truncated_purification
```

```
'TruncatedPurification.error_le_three_mul' depends on axioms: [propext, Classical.choice, Quot.sound]
'TruncatedPurification.error_grows' depends on axioms: [propext, Classical.choice, Quot.sound]
'TruncatedPurification.truncated_purification' depends on axioms: [propext, Classical.choice, Quot.sound]
```
